# Two-step density changes are square-summable in a uniformly gapped Roothaan iteration

In a finite orthonormal basis, let a density matrix be a Hermitian idempotent P of trace N, let ‖A‖² be the sum of all |A_ij|², and let the Fock matrix be F(P) = h + G(P), where h is a fixed one-electron matrix and G is real-linear with tr G(A)B = tr A G(B) for Hermitian A and B. A Roothaan sequence P_0, P_1, … starts from such a P_0 and takes P_{k+1} to be the projector onto the N lowest orbitals of F(P_k), with every empty level at least c > 0 above every filled one.

```lean
import Mathlib

open Matrix

namespace RoothaanTwoStep

noncomputable section

variable {n : Type*} [Fintype n] [DecidableEq n]

/-- The squared Frobenius norm, the sum of the squared moduli of all entries. -/
def frobSq (A : Matrix n n ℂ) : ℝ := ∑ i, ∑ j, ‖A i j‖ ^ 2

/-- The mean-field (Fock) matrix `F(P) = h + G(P)`. -/
def fock (h : Matrix n n ℂ) (G : Matrix n n ℂ →ₗ[ℝ] Matrix n n ℂ) (P : Matrix n n ℂ) :
    Matrix n n ℂ := h + G P

/-- The interaction `G` is self-adjoint for the trace pairing of Hermitian matrices. -/
def TraceSelfAdjoint (G : Matrix n n ℂ →ₗ[ℝ] Matrix n n ℂ) : Prop :=
  ∀ A B, A.IsHermitian → B.IsHermitian → trace (G A * B) = trace (A * G B)

/-- An orthogonal projector of rank `N`: a Hermitian idempotent matrix of trace `N`. -/
structure IsProjector (N : ℕ) (P : Matrix n n ℂ) : Prop where
  herm : P.IsHermitian
  idem : P * P = P
  trace_eq : trace P = N

/-- `D` fills `N` orbitals of an orthonormal eigenbasis of `F`, and every empty orbital lies
at least `c` above every filled one. -/
def IsAufbau (N : ℕ) (c : ℝ) (F D : Matrix n n ℂ) : Prop :=
  ∃ (U : Matrix n n ℂ) (ε : n → ℝ) (s : Finset n), Uᴴ * U = 1 ∧ s.card = N ∧
    F = U * diagonal (fun i => (ε i : ℂ)) * Uᴴ ∧
    D = U * diagonal (fun i => if i ∈ s then (1 : ℂ) else 0) * Uᴴ ∧
    ∀ i ∈ s, ∀ a ∉ s, ε i + c ≤ ε a

/-- A Roothaan sequence: it starts from a rank-`N` projector, and each next member is the aufbau
projector of the current Fock matrix, with gap at least `c`. -/
structure IsRoothaan (N : ℕ) (c : ℝ) (h : Matrix n n ℂ)
    (G : Matrix n n ℂ →ₗ[ℝ] Matrix n n ℂ) (P : ℕ → Matrix n n ℂ) : Prop where
  start : IsProjector N (P 0)
  step : ∀ k, IsAufbau N c (fock h G (P k)) (P (k + 1))

/-- The energy of a pair of density matrices, `tr hP + tr hQ + tr G(P)Q` (real part). -/
def pairEnergy (h : Matrix n n ℂ) (G : Matrix n n ℂ →ₗ[ℝ] Matrix n n ℂ)
    (P Q : Matrix n n ℂ) : ℝ := (trace (h * P) + trace (h * Q) + trace (G P * Q)).re

omit [DecidableEq n] in
private lemma sq_diag {A : Matrix n n ℂ} (hA : A.IsHermitian) (i : n) :
    ((A * A) i i).re = ∑ j, ‖A i j‖ ^ 2 := by
  rw [Matrix.mul_apply, Complex.re_sum]
  refine Finset.sum_congr rfl fun j _ => ?_
  rw [← hA.apply j i, Complex.sq_norm, Complex.normSq_apply]
  simp [Complex.mul_re]

omit [DecidableEq n] in
private lemma frobSq_eq_trace {A : Matrix n n ℂ} (hA : A.IsHermitian) :
    frobSq A = (trace (A * A)).re := by
  simp only [frobSq, trace, diag_apply, Complex.re_sum, sq_diag hA]

omit [DecidableEq n] in
/-- Every entry of a projector satisfies `|P i j|² ≤ P i i`, and `P i i` lies between 0 and 1. -/
theorem IsProjector.entry_bounds {N : ℕ} {P : Matrix n n ℂ} (hP : IsProjector N P) (i j : n) :
    ‖P i j‖ ^ 2 ≤ (P i i).re ∧ 0 ≤ (P i i).re ∧ (P i i).re ≤ 1 := by
  have key : ∀ j, ‖P i j‖ ^ 2 ≤ (P i i).re := fun j => by
    have h1 := sq_diag hP.herm i
    rw [hP.idem] at h1
    rw [h1]
    exact Finset.single_le_sum (f := fun j => ‖P i j‖ ^ 2)
      (fun _ _ => sq_nonneg _) (Finset.mem_univ j)
  have h2 := key i
  have h3 := Complex.re_le_norm (P i i)
  have h4 : 0 ≤ (P i i).re := (sq_nonneg _).trans h2
  exact ⟨key j, h4, by nlinarith⟩

private lemma IsProjector.conj {N : ℕ} {Q U : Matrix n n ℂ} (hQ : IsProjector N Q)
    (hU : U * Uᴴ = 1) : IsProjector N (Uᴴ * Q * U) where
  herm := by
    change (Uᴴ * Q * U)ᴴ = _
    rw [conjTranspose_mul, conjTranspose_mul, conjTranspose_conjTranspose, hQ.herm.eq,
      Matrix.mul_assoc]
  idem := by
    calc Uᴴ * Q * U * (Uᴴ * Q * U) = Uᴴ * Q * (U * Uᴴ) * Q * U := by
          simp only [Matrix.mul_assoc]
      _ = Uᴴ * Q * U := by rw [hU, Matrix.mul_one, Matrix.mul_assoc Uᴴ Q Q, hQ.idem]
  trace_eq := by
    rw [trace_mul_comm, ← Matrix.mul_assoc, hU, Matrix.one_mul, hQ.trace_eq]

/-- An aufbau projector with `N` filled orbitals is a projector of rank `N`. -/
theorem IsAufbau.isProjector {N : ℕ} {c : ℝ} {F D : Matrix n n ℂ} (hD : IsAufbau N c F D) :
    IsProjector N D := by
  obtain ⟨U, ε, s, hU, hs, -, rfl, -⟩ := hD
  have hd : IsProjector N (diagonal (fun i => if i ∈ s then (1 : ℂ) else 0)) := by
    refine ⟨?_, ?_, ?_⟩
    · change (diagonal _)ᴴ = _
      rw [diagonal_conjTranspose]
      congr 1
      funext i
      by_cases h : i ∈ s <;> simp [h]
    · rw [diagonal_mul_diagonal]
      congr 1
      funext i
      by_cases h : i ∈ s <;> simp [h]
    · simp [trace_diagonal, hs]
  have h := hd.conj (U := Uᴴ) (by rw [conjTranspose_conjTranspose, hU])
  rwa [conjTranspose_conjTranspose] at h

private lemma trace_orbital (U Q : Matrix n n ℂ) (d : n → ℂ) :
    trace (U * diagonal d * Uᴴ * Q) = ∑ i, d i * (Uᴴ * Q * U) i i := by
  rw [show U * diagonal d * Uᴴ * Q = U * (diagonal d * (Uᴴ * Q)) by
    simp only [Matrix.mul_assoc], trace_mul_comm, Matrix.mul_assoc]
  simp only [trace, diag_apply, diagonal_mul]

omit [DecidableEq n] in
private lemma exists_level (ε : n → ℝ) (s : Finset n) (c : ℝ)
    (hgap : ∀ i ∈ s, ∀ a ∉ s, ε i + c ≤ ε a) :
    ∃ μ : ℝ, (∀ i ∈ s, ε i ≤ μ) ∧ ∀ a ∉ s, μ + c ≤ ε a := by
  rcases s.eq_empty_or_nonempty with rfl | hs
  · refine ⟨-(∑ j, |ε j|) - c, by simp, fun a _ => ?_⟩
    have h1 := Finset.single_le_sum (f := fun j => |ε j|)
      (fun _ _ => abs_nonneg _) (Finset.mem_univ a)
    have h2 := neg_abs_le (ε a)

    linarith
  · obtain ⟨i, hi, hmax⟩ := s.exists_max_image ε hs
    exact ⟨ε i, hmax, hgap i hi⟩

/-- Replacing the aufbau projector `D` of `F` by another rank-`N` projector `Q` raises `tr FD` by at
least `c/2` times the squared Frobenius distance. -/
theorem aufbau_gap {N : ℕ} {c : ℝ} {F D Q : Matrix n n ℂ} (hD : IsAufbau N c F D)
    (hQ : IsProjector N Q) : c / 2 * frobSq (D - Q) ≤ (trace (F * (Q - D))).re := by
  have hDP := hD.isProjector
  obtain ⟨U, ε, s, hU, hs, rfl, hDe, hgap⟩ := hD
  have hR := hQ.conj (mul_eq_one_comm.mp hU)
  -- occupation numbers of `Q` and of `D` in the eigenbasis of `F`
  let q : n → ℝ := fun i => ((Uᴴ * Q * U) i i).re
  let w : n → ℝ := fun i => if i ∈ s then 1 else 0
  have hqN : ∑ i, q i = N := by
    have h := congrArg Complex.re hR.trace_eq
    simpa only [trace, diag_apply, Complex.re_sum, Complex.natCast_re] using h
  have hwN : ∑ i, w i = N := by simp [w, hs]
  have hUD : Uᴴ * D * U = diagonal (fun i => if i ∈ s then (1 : ℂ) else 0) := by
    rw [hDe]
    calc _ = (Uᴴ * U) * diagonal (fun i => if i ∈ s then (1 : ℂ) else 0) * (Uᴴ * U) := by
          simp only [Matrix.mul_assoc]
      _ = _ := by rw [hU, Matrix.one_mul, Matrix.mul_one]
  have hFQ : (trace (U * diagonal (fun i => (ε i : ℂ)) * Uᴴ * Q)).re = ∑ i, ε i * q i := by
    rw [trace_orbital, Complex.re_sum]
    exact Finset.sum_congr rfl fun i _ => Complex.re_ofReal_mul _ _
  have hFD : (trace (U * diagonal (fun i => (ε i : ℂ)) * Uᴴ * D)).re = ∑ i, ε i * w i := by
    rw [trace_orbital, hUD, Complex.re_sum]
    refine Finset.sum_congr rfl fun i _ => ?_
    by_cases h : i ∈ s <;> simp [w, h]
  have hDQ : (trace (D * Q)).re = ∑ i, w i * q i := by
    rw [hDe, trace_orbital, Complex.re_sum]
    refine Finset.sum_congr rfl fun i _ => ?_
    by_cases h : i ∈ s <;> simp [w, q, h]
  have hfrob : frobSq (D - Q) = 2 * N - 2 * ∑ i, w i * q i := by
    rw [frobSq_eq_trace (hDP.herm.sub hQ.herm),
      show (D - Q) * (D - Q) = D * D - D * Q - Q * D + Q * Q by noncomm_ring,
      hDP.idem, hQ.idem, trace_add, trace_sub, trace_sub, trace_mul_comm Q D,
      hDP.trace_eq, hQ.trace_eq]
    simp only [Complex.add_re, Complex.sub_re, Complex.natCast_re, hDQ]
    ring
  -- compare orbital by orbital with a level `μ` at the top of the filled shell
  obtain ⟨μ, hocc, hemp⟩ := exists_level ε s c hgap
  have key : ∑ i, c * (q i - w i * q i) ≤ ∑ i, (ε i - μ) * (q i - w i) := by
    refine Finset.sum_le_sum fun i _ => ?_
    obtain ⟨-, h0, h1⟩ := hR.entry_bounds i i
    change 0 ≤ q i at h0
    change q i ≤ 1 at h1
    by_cases h : i ∈ s
    · have hw : w i = 1 := by simp [w, h]
      rw [hw]
      nlinarith [mul_nonneg (sub_nonneg.2 (hocc i h)) (sub_nonneg.2 h1)]
    · have hw : w i = 0 := by simp [w, h]
      rw [hw]
      nlinarith [mul_nonneg (sub_nonneg.2 (hemp i h)) h0]
  simp only [mul_sub, sub_mul, Finset.sum_sub_distrib, ← Finset.mul_sum] at key
  rw [hqN, hwN] at key
  rw [hfrob, Matrix.mul_sub, trace_sub, Complex.sub_re, hFQ, hFD]
  linarith

/-- Along a Roothaan sequence the pair energy drops at each step by at least `c/2` times
the squared Frobenius norm of `P (k+2) - P k`. -/
theorem energy_descent {N : ℕ} {c : ℝ} {h : Matrix n n ℂ}
    {G : Matrix n n ℂ →ₗ[ℝ] Matrix n n ℂ} {P : ℕ → Matrix n n ℂ} (hG : TraceSelfAdjoint G)
    (hP : IsRoothaan N c h G P) (k : ℕ) :
    c / 2 * frobSq (P (k + 2) - P k) ≤
      pairEnergy h G (P k) (P (k + 1)) - pairEnergy h G (P (k + 1)) (P (k + 2)) := by
  have hk : IsProjector N (P k) := by
    cases k with
    | zero => exact hP.start
    | succ m => exact (hP.step m).isProjector
  have h1 := aufbau_gap (hP.step (k + 1)) hk
  -- self-adjointness exchanges the roles of the two density matrices
  have h2 := hG _ _ hk.herm (hP.step k).isProjector.herm
  rw [trace_mul_comm (P k)] at h2
  refine h1.trans (le_of_eq ?_)
  simp only [pairEnergy, fock, h2, Matrix.add_mul, Matrix.mul_sub, trace_add, trace_sub,
    Complex.add_re, Complex.sub_re]
  ring

omit [DecidableEq n] in
/-- The pair energy is bounded below on pairs of rank-`N` projectors. -/
theorem pairEnergy_bounded_below (N : ℕ) (h : Matrix n n ℂ)
    (G : Matrix n n ℂ →ₗ[ℝ] Matrix n n ℂ) :
    ∃ B : ℝ, ∀ P Q, IsProjector N P → IsProjector N Q → B ≤ pairEnergy h G P Q := by
  let K : Set (Matrix n n ℂ) :=
    Set.pi Set.univ fun _ => Set.pi Set.univ fun _ => Metric.closedBall (0 : ℂ) 1
  have hK : IsCompact K :=
    isCompact_univ_pi fun _ => isCompact_univ_pi fun _ => isCompact_closedBall (0 : ℂ) 1
  have hGc : Continuous G := G.continuous_of_finiteDimensional
  have hc : Continuous fun p : Matrix n n ℂ × Matrix n n ℂ => pairEnergy h G p.1 p.2 :=
    Complex.continuous_re.comp
      (((continuous_const.matrix_mul continuous_fst).matrix_trace.add
        (continuous_const.matrix_mul continuous_snd).matrix_trace).add
        ((hGc.comp continuous_fst).matrix_mul continuous_snd).matrix_trace)
  have hmem : ∀ P, IsProjector N P → P ∈ K := fun P hP i _ j _ => by
    rw [mem_closedBall_zero_iff]
    obtain ⟨h1, -, h2⟩ := hP.entry_bounds i j
    nlinarith [norm_nonneg (P i j)]
  obtain ⟨B, hB⟩ := (hK.prod hK).bddBelow_image hc.continuousOn
  exact ⟨B, fun P Q hP hQ => hB ⟨(P, Q), ⟨hmem P hP, hmem Q hQ⟩, rfl⟩⟩

/-- For a Roothaan sequence with a uniform gap `c > 0`, the squared Frobenius norms of
`P (k+2) - P k` have a finite sum. -/
theorem summable_two_step {N : ℕ} {c : ℝ} (hc : 0 < c) {h : Matrix n n ℂ}
    {G : Matrix n n ℂ →ₗ[ℝ] Matrix n n ℂ} {P : ℕ → Matrix n n ℂ} (hG : TraceSelfAdjoint G)
    (hP : IsRoothaan N c h G P) : Summable fun k => frobSq (P (k + 2) - P k) := by
  obtain ⟨B, hB⟩ := pairEnergy_bounded_below N h G
  have hproj : ∀ k, IsProjector N (P k) := fun k => by
    cases k with
    | zero => exact hP.start
    | succ m => exact (hP.step m).isProjector
  -- the energy drops telescope
  have tele : ∀ K, c / 2 * ∑ k ∈ Finset.range K, frobSq (P (k + 2) - P k) ≤
      pairEnergy h G (P 0) (P 1) - pairEnergy h G (P K) (P (K + 1)) := fun K => by
    induction K with
    | zero => simp
    | succ K ih =>
      rw [Finset.sum_range_succ, mul_add]
      have := energy_descent hG hP K
      linarith
  refine summable_of_sum_range_le (c := (pairEnergy h G (P 0) (P 1) - B) / (c / 2))
    (fun k => Finset.sum_nonneg fun _ _ => Finset.sum_nonneg fun _ _ => sq_nonneg _)
    fun K => ?_
  rw [le_div_iff₀ (half_pos hc), mul_comm]
  linarith [tele K, hB _ _ (hproj K) (hproj (K + 1))]

/-- Under the same conditions the Frobenius distance between `P (k+2)` and `P k` tends to zero
(stated for its square). -/
theorem two_step_tendsto_zero {N : ℕ} {c : ℝ} (hc : 0 < c) {h : Matrix n n ℂ}
    {G : Matrix n n ℂ →ₗ[ℝ] Matrix n n ℂ} {P : ℕ → Matrix n n ℂ} (hG : TraceSelfAdjoint G)
    (hP : IsRoothaan N c h G P) :
    Filter.Tendsto (fun k => frobSq (P (k + 2) - P k)) Filter.atTop (nhds 0) :=
  (summable_two_step hc hG hP).tendsto_atTop_zero

/-- A two-level density matrix that alternates between the first and the second level. -/
def flip (k : ℕ) : Matrix (Fin 2) (Fin 2) ℂ :=
  if Even k then !![1, 0; 0, 0] else !![0, 0; 0, 1]

/-- With `h = 0` and `G(P) = P`, the alternating sequence is a Roothaan sequence with one filled
orbital and gap 1, and its successive members stay at squared Frobenius distance 2. -/
theorem oscillation_witness :
    TraceSelfAdjoint (LinearMap.id : Matrix (Fin 2) (Fin 2) ℂ →ₗ[ℝ] _) ∧
    IsRoothaan 1 1 0 LinearMap.id flip ∧ ∀ k, frobSq (flip (k + 1) - flip k) = 2 := by
  refine ⟨fun _ _ _ _ => rfl, ⟨⟨?_, ?_, ?_⟩, fun k => ?_⟩, fun k => ?_⟩
  · ext i j
    fin_cases i <;> fin_cases j <;> simp [flip]
  · ext i j
    fin_cases i <;> fin_cases j <;> simp [flip, Matrix.mul_apply, Fin.sum_univ_succ]
  · simp [flip, trace_fin_two]
  · by_cases hk : Even k
    · refine ⟨1, ![1, 0], {1}, by simp, by simp, ?_, ?_, ?_⟩
      · ext i j
        fin_cases i <;> fin_cases j <;> simp [fock, flip, hk]
      · ext i j
        fin_cases i <;> fin_cases j <;> simp [flip, hk, Nat.even_add_one]
      · intro i hi a ha
        fin_cases i <;> fin_cases a <;> simp_all
    · refine ⟨1, ![0, 1], {0}, by simp, by simp, ?_, ?_, ?_⟩
      · ext i j
        fin_cases i <;> fin_cases j <;> simp [fock, flip, hk]
      · ext i j
        fin_cases i <;> fin_cases j <;> simp [flip, hk, Nat.even_add_one]
      · intro i hi a ha
        fin_cases i <;> fin_cases a <;> simp_all
  · by_cases hk : Even k
    · simp [frobSq, flip, hk, Nat.even_add_one, Fin.sum_univ_succ]
      try norm_num
    · simp [frobSq, flip, hk, Nat.even_add_one, Fin.sum_univ_succ]
      try norm_num

end

end RoothaanTwoStep
```

```lean
#print axioms RoothaanTwoStep.summable_two_step
#print axioms RoothaanTwoStep.two_step_tendsto_zero
```

```
'RoothaanTwoStep.summable_two_step' depends on axioms: [propext, Classical.choice, Quot.sound]
'RoothaanTwoStep.two_step_tendsto_zero' depends on axioms: [propext, Classical.choice, Quot.sound]
```

The main theorem, `summable_two_step`, says that under these conditions, including the trace symmetry of G that its docstring leaves out,

Σ_k ‖P_{k+2} − P_k‖² < ∞.

The terms therefore tend to zero, which is `two_step_tendsto_zero`. For self-consistent-field iterations without damping or extrapolation (such as DIIS), in a finite basis, with a linear, trace-symmetric mean field and a uniform gap, this means that density matrices two steps apart become arbitrarily close. The sequence itself need not converge, as the example at the end shows. Square-summability alone also does not show that its even and odd members converge separately, since square-summable steps can still add up to an infinite path length.

In the file, `IsProjector N P` is the density matrix, with N counting occupied orbitals, and `frobSq` is ‖·‖². `IsAufbau` supplies a unitary `U` whose columns are the orbitals, real orbital energies `ε` and a set `s` of N filled orbitals. This form makes each F(P_k) Hermitian, so `h` and `G` need no separate Hermiticity condition. `TraceSelfAdjoint` expresses the symmetry of the two-body interaction: the energy of density A in the field of B equals that of B in the field of A. Hartree–Fock Coulomb and exchange terms have this property; a nonlinear exchange–correlation potential does not fit the model.

The constant c is a lower bound on the gap between the highest occupied and lowest unoccupied levels, common to all iterations. It is assumed, not derived from h and G. If no orbital or every orbital is filled, the gap condition is empty and the sequence is constant.

The proof first compares the aufbau projector D of a Fock matrix F with another rank-N projector Q. Put R = U†QU, with U† written `Uᴴ` in Lean, and let q_i = R_ii be the occupation of orbital i in Q. Since R is a projector,

q_i = Σ_j |R_ij|² ≥ q_i²,

so 0 ≤ q_i ≤ 1, and Σ_i q_i = N. Let w_i be 1 for filled orbitals and 0 for empty ones, and let μ be the highest filled level. Because q and w have the same sum,

tr F(Q − D) = Σ_i ε_i(q_i − w_i) = Σ_i (ε_i − μ)(q_i − w_i).

A filled orbital contributes (μ − ε_i)(1 − q_i) ≥ 0, and an empty one contributes at least c q_i. The distance between the projectors is

‖D − Q‖² = tr(D + Q − DQ − QD) = 2N − 2 Σ_{i filled} q_i = 2 Σ_{i empty} q_i.

Together these give

tr F(Q − D) ≥ (c/2) ‖D − Q‖².

This is `aufbau_gap`. Its lemmas follow the same route: `IsProjector.entry_bounds` bounds the occupations, `IsProjector.conj` passes to the eigenbasis, `trace_orbital` turns traces into orbital sums, and `exists_level` provides μ, also when nothing is filled. The two `nlinarith` calls in the proof of `aufbau_gap` itself are the filled and empty cases.

Next, define the energy of a pair of density matrices, the real part being understood:

E(P,Q) = tr hP + tr hQ + tr G(P)Q.

In a spin-orbital basis the Hartree–Fock energy is tr hP + ½ tr G(P)P, and E(P,P) is twice that. For a closed shell described by spatial orbitals, where G is twice the Coulomb term minus the exchange term, E(P,P) is the Hartree–Fock energy itself. Self-adjointness gives tr G(P_k)P_{k+1} = tr G(P_{k+1})P_k, and hence

E(P_k,P_{k+1}) − E(P_{k+1},P_{k+2})
= tr h(P_k − P_{k+2}) + tr G(P_{k+1})(P_k − P_{k+2})
= tr F(P_{k+1})(P_k − P_{k+2}).

Since P_{k+2} is the aufbau projector of F(P_{k+1}), the first inequality with D = P_{k+2} and Q = P_k yields

E(P_k,P_{k+1}) − E(P_{k+1},P_{k+2}) ≥ (c/2) ‖P_{k+2} − P_k‖².

In `energy_descent`, the facts `h1` and `h2` are the gap inequality and the exchange of the two density matrices, and `ring` finishes the algebra.

The energy is bounded below. Entries of a projector have modulus at most 1, so all pairs of projectors lie in a compact set, on which the continuous function E has a lower bound B. This is `pairEnergy_bounded_below`. Adding the first K energy drops, by induction in `tele`, gives

(c/2) Σ_{k<K} ‖P_{k+2} − P_k‖² ≤ E(P_0,P_1) − E(P_K,P_{K+1}) ≤ E(P_0,P_1) − B.

The right-hand side does not depend on K, and the terms are nonnegative, so the series converges.

The corresponding statement for single steps is false. In `oscillation_witness` there are two levels and one particle, with h = 0 and G(P) = P. This is a toy mean field in which the particle repels itself; in Hartree–Fock theory exchange cancels such self-interaction for a single electron. The occupied level is raised to energy 1 while the empty one stays at 0, so the next aufbau step moves the particle to the other level. The sequence `flip` alternates forever with gap 1, and

‖P_{k+1} − P_k‖² = 2

for every k, while P_{k+2} = P_k. The Lean proof splits on the parity of k, gives the eigenbasis and filled level explicitly, and checks the matrix entries.
